# Lax moments: the first three moments of a finite Franck–Condon spectrum without its final eigenstates

A molecule in a vibrational state $\psi$ of energy $E$ absorbs light, and the electronic transition replaces the vibrational Hamiltonian $H$ by $H+U$. The spectrum has lines at the photon energies $\varepsilon_j-E$ with intensities $|\langle f_j,\psi\rangle|^2$, where the $f_j$ are the final vibrational eigenstates and the $\varepsilon_j$ their energies. With each line placed at its final energy $\varepsilon_j$, the first three moments about $E$ are

$$\sum_j |\langle f_j,\psi\rangle|^2(\varepsilon_j-E)^k=
\begin{cases}\langle\psi,U\psi\rangle & k=1\\ \|U\psi\|^2 & k=2\\ \langle U\psi,(H+U-E)U\psi\rangle & k=3.\end{cases}$$

This holds when $H\psi=E\psi$ and the $f_j$ form a finite orthonormal eigenbasis of $H+U$ with real energies. The right-hand sides contain no final eigenstate, so in a finite vibrational basis the position, width and asymmetry of an absorption band follow from the initial state and the two Hamiltonians.

The letter $U$ stands for the difference between the final and initial Hamiltonians, electronic excitation energy included; it is not a unitary operator. The intensities assume an electronic transition moment that does not depend on the nuclear positions (the Condon approximation). They leave out the factor of photon energy in the absorption cross-section, so a measured band must be divided by the photon energy before its moments are compared with these. There is one initial state, without the thermal average that a spectrum at finite temperature requires.

## States, lines and moments

```lean
import Mathlib

open scoped InnerProductSpace

namespace LaxSpectralMoments

noncomputable section

variable {V ι : Type*} [NormedAddCommGroup V] [InnerProductSpace ℂ V] [Fintype ι]
```

`V` is the space of vibrational states, a complex inner-product space. `ι` is the finite set of labels $j$ for the final states.

```lean
/-- The `k`-th moment about the energy `E` of the line spectrum with positions `ε j` and
intensities `|⟨f j, ψ⟩|²`. -/
def moment (f : OrthonormalBasis ι ℂ V) (ε : ι → ℝ) (ψ : V) (E : ℝ) (k : ℕ) : ℝ :=
  ∑ j, ‖⟪f j, ψ⟫_ℂ‖ ^ 2 * (ε j - E) ^ k
```

This defines

$$M_k(\psi)=\sum_j |\langle f_j,\psi\rangle|^2(\varepsilon_j-E)^k .$$

The type `OrthonormalBasis ι ℂ V` says that the $f_j$ are orthonormal and span `V`, which makes `V` finite-dimensional. Since `ε` takes values in `ℝ`, the line positions are real. The inner product `⟪x, y⟫_ℂ` is conjugate-linear in its first slot, as in Dirac notation.

The state $\psi$ need not be normalised. The total intensity is $M_0(\psi)=\|\psi\|^2$, so for $\psi\neq0$ the moments of the normalised spectrum are $M_k(\psi)/\|\psi\|^2$.

```lean
/-- The final Hamiltonian `H + U`, with energies counted from `E`. -/
def shifted (H U : Module.End ℂ V) (E : ℝ) : Module.End ℂ V :=
  H + U - (E : ℂ) • 1
```

`Module.End ℂ V` is the type of linear operators on `V`, `1` is the identity operator, and `•` multiplies by a scalar. The notation `(E : ℂ)` regards the real number $E$ as a complex one. In ordinary notation, `shifted H U E` is $A=H+U-E$.

## Components in the final eigenbasis

```lean
/-- If the `f j` are an orthonormal eigenbasis of `H + U` with real energies `ε j`, the component
of `(H + U) x` along `f j` is `ε j` times that of `x`. -/
theorem inner_final (H U : Module.End ℂ V) (f : OrthonormalBasis ι ℂ V) (ε : ι → ℝ)
    (hf : ∀ j, (H + U) (f j) = (ε j : ℂ) • f j) (x : V) (j : ι) :
    ⟪f j, (H + U) x⟫_ℂ = (ε j : ℂ) * ⟪f j, x⟫_ℂ := by
  classical
  -- expand x in the eigenbasis
  conv_lhs => rw [← f.sum_repr' x]
  simp only [map_sum, map_smul, hf, inner_sum, inner_smul_right,
    orthonormal_iff_ite.mp f.orthonormal, mul_ite, mul_one, mul_zero,
    Finset.sum_ite_eq, Finset.mem_univ, if_true]
  ring
```

In a Lean theorem the assumptions stand in brackets before the first colon that lies outside all brackets, and the claim follows that colon. Here `hf` is the assumption $(H+U)f_j=\varepsilon_jf_j$ for every $j$, and the claim is

$$\langle f_j,(H+U)x\rangle=\varepsilon_j\langle f_j,x\rangle .$$

For a Hermitian operator one would move $H+U$ to the left slot. The eigenbasis gives the same result directly. Expand $x=\sum_i\langle f_i,x\rangle f_i$ and apply $H+U$:

$$(H+U)x=\sum_i\varepsilon_i\langle f_i,x\rangle f_i .$$

The inner product with $f_j$ leaves only the term $i=j$, because $\langle f_j,f_i\rangle=\delta_{ji}$.

In the proof, `f.sum_repr' x` is the expansion. The `simp only` step carries the operator and the inner product through the sum and evaluates the Kronecker delta.

Hermiticity therefore does not appear as a separate assumption: an orthonormal eigenbasis with real energies already makes $H+U$ Hermitian. In the physical setting $H$ and $U$ are each Hermitian as well.

## Moments as expectation values

```lean
/-- For an orthonormal eigenbasis of `H + U` with real energies, the `k`-th moment of any vector `x`
about `E` is `⟨x, (H + U - E) ^ k x⟩`. -/
theorem moment_eq_inner (H U : Module.End ℂ V) (f : OrthonormalBasis ι ℂ V) (ε : ι → ℝ)
    (hf : ∀ j, (H + U) (f j) = (ε j : ℂ) • f j) (x : V) (E : ℝ) (k : ℕ) :
    (moment f ε x E k : ℂ) = ⟪x, (shifted H U E ^ k) x⟫_ℂ := by
  have hA : ∀ y j, ⟪f j, shifted H U E y⟫_ℂ = ((ε j : ℂ) - E) * ⟪f j, y⟫_ℂ := by
    intro y j
    have h := inner_final H U f ε hf y j
    rw [shifted, LinearMap.sub_apply, inner_sub_right, h, LinearMap.smul_apply,
      Module.End.one_apply, inner_smul_right]
    ring
  have hk : ∀ j, ⟪f j, (shifted H U E ^ k) x⟫_ℂ = ((ε j : ℂ) - E) ^ k * ⟪f j, x⟫_ℂ := by
    intro j
    induction k with
    | zero => simp
    | succ k ih =>
      rw [pow_succ', Module.End.mul_apply, hA, ih]
      ring
  -- insert the resolution of the identity
  rw [← f.sum_inner_mul_inner, moment, Complex.ofReal_sum]
  refine Finset.sum_congr rfl fun j _ => ?_
  rw [hk, ← inner_conj_symm x (f j)]
  have h := Complex.conj_mul' ⟪f j, x⟫_ℂ
  push_cast
  linear_combination (-((ε j : ℂ) - E) ^ k) * h
```

For every vector $x$ and every $k$,

$$M_k(x)=\langle x,A^kx\rangle .$$

The left side is a real number regarded as complex, so the equation also says that the expectation value is real.

By hand, subtracting $E$ in the previous result gives $\langle f_j,Ax\rangle=(\varepsilon_j-E)\langle f_j,x\rangle$. Repeating this $k$ times gives

$$\langle f_j,A^kx\rangle=(\varepsilon_j-E)^k\langle f_j,x\rangle .$$

Now insert the resolution of the identity:

$$\langle x,A^kx\rangle=\sum_j\langle x,f_j\rangle\langle f_j,A^kx\rangle=\sum_j(\varepsilon_j-E)^k\,|\langle f_j,x\rangle|^2 .$$

The auxiliary claim `hA` is the case of one factor $A$, and `hk` is its repetition, proved by induction on $k$. The rewrite with `f.sum_inner_mul_inner` inserts the resolution of the identity. After that the two sums are compared term by term, using $\overline{z}z=|z|^2$.

## Trading two powers of energy for one factor of U

```lean
/-- Let `H ψ = E ψ` and let `f j` be an orthonormal eigenbasis of `H + U` with real energies.
Then moment `k + 2` of `ψ` about `E` equals moment `k` of `U ψ` about `E`. -/
theorem moment_add_two (H U : Module.End ℂ V) (f : OrthonormalBasis ι ℂ V) (ε : ι → ℝ)
    (hf : ∀ j, (H + U) (f j) = (ε j : ℂ) • f j) (ψ : V) (E : ℝ)
    (hψ : H ψ = (E : ℂ) • ψ) (k : ℕ) :
    moment f ε ψ E (k + 2) = moment f ε (U ψ) E k := by
  refine Finset.sum_congr rfl fun j _ => ?_
  -- U multiplies each overlap by the transition energy
  have h : ⟪f j, U ψ⟫_ℂ = ((ε j - E : ℝ) : ℂ) * ⟪f j, ψ⟫_ℂ := by
    have h0 := inner_final H U f ε hf ψ j
    rw [LinearMap.add_apply, hψ, inner_add_right, inner_smul_right] at h0
    push_cast
    linear_combination h0
  rw [h, norm_mul, Complex.norm_real, mul_pow, Real.norm_eq_abs, sq_abs]
  ring
```

The initial eigenvalue equation now enters, as the assumption `hψ`. The claim is

$$M_{k+2}(\psi)=M_k(U\psi).$$

Since $(H+U)\psi=E\psi+U\psi$, the inner product with $f_j$ reads

$$\varepsilon_j\langle f_j,\psi\rangle=E\langle f_j,\psi\rangle+\langle f_j,U\psi\rangle ,$$

and therefore

$$\langle f_j,U\psi\rangle=(\varepsilon_j-E)\langle f_j,\psi\rangle .$$

Acting with $U$ multiplies each overlap by its transition energy. Taking the squared modulus gives $|\langle f_j,U\psi\rangle|^2=(\varepsilon_j-E)^2|\langle f_j,\psi\rangle|^2$. Multiplication by $(\varepsilon_j-E)^k$ and summation over $j$ finish the argument.

In Lean, `h` is the overlap relation, obtained from `inner_final` by rewriting $H\psi$ as $E\psi$. The last two lines take the squared modulus, where `sq_abs` removes the absolute value from the real factor.

## The three moments

```lean
/-- **Lax spectral moments.** If `H ψ = E ψ` and `f j` is an orthonormal eigenbasis of `H + U`
with real energies, the first three moments about `E` are `⟨ψ, U ψ⟩`, `‖U ψ‖²` and
`⟨U ψ, (H + U - E) U ψ⟩`. -/
theorem lax_moments (H U : Module.End ℂ V) (f : OrthonormalBasis ι ℂ V) (ε : ι → ℝ)
    (hf : ∀ j, (H + U) (f j) = (ε j : ℂ) • f j) (ψ : V) (E : ℝ)
    (hψ : H ψ = (E : ℂ) • ψ) :
    (moment f ε ψ E 1 : ℂ) = ⟪ψ, U ψ⟫_ℂ ∧
    moment f ε ψ E 2 = ‖U ψ‖ ^ 2 ∧
    (moment f ε ψ E 3 : ℂ) = ⟪U ψ, shifted H U E (U ψ)⟫_ℂ := by
  refine ⟨?_, ?_, ?_⟩
  · -- on ψ the shifted Hamiltonian acts as U
    have h : shifted H U E ψ = U ψ := by
      rw [shifted, LinearMap.sub_apply, LinearMap.add_apply, hψ, LinearMap.smul_apply,
        Module.End.one_apply]
      abel
    rw [moment_eq_inner H U f ε hf, pow_one, h]
  · rw [moment_add_two H U f ε hf ψ E hψ 0]
    have h := congrArg Complex.re (moment_eq_inner H U f ε hf (U ψ) E 0)
    rw [pow_zero, Module.End.one_apply, Complex.ofReal_re] at h
    exact h.trans (inner_self_eq_norm_sq (𝕜 := ℂ) (U ψ))
  · rw [moment_add_two H U f ε hf ψ E hψ 1, moment_eq_inner H U f ε hf, pow_one]
```

The symbol `∧` means "and", so the theorem states three equations, one for each moment.

1. On the initial state $A\psi=H\psi+U\psi-E\psi=U\psi$. Hence $M_1(\psi)=\langle\psi,A\psi\rangle=\langle\psi,U\psi\rangle$.
2. The trade with $k=0$ gives $M_2(\psi)=M_0(U\psi)=\|U\psi\|^2$.
3. The trade with $k=1$ gives $M_3(\psi)=M_1(U\psi)=\langle U\psi,A\,U\psi\rangle$.

The three bullets of the Lean proof are these three lines in the same order. In the second, `congrArg Complex.re` takes real parts, because the moment is a real number while `moment_eq_inner` is an equation between complex ones.

In a vibronic calculation $\psi$ is a column $c$ of coefficients in, say, $N$ harmonic-oscillator functions, and $H$ and $U$ are $N\times N$ matrices. One multiplication gives $b=Uc$. For normalised $c$ the mean transition energy is $c^\dagger b$, and the squared width of the band is $b^\dagger b-(c^\dagger b)^2$. The third moment is $b^\dagger(Hb+Ub-Eb)$. The matrix $H+U$ is never diagonalised.

The step that the hypotheses leave open is the passage from these matrices to the Hamiltonians on the full space of nuclear wavefunctions. There $U\psi$ may have a part outside the chosen basis, and $H+U$ may have a continuous spectrum.

## When the band is a single line

```lean
/-- With `H ψ = E ψ` and an orthonormal eigenbasis of `H + U` with real energies, the second
moment about `E + m` vanishes exactly when `U ψ = m ψ`. -/
theorem sharp_line_iff (H U : Module.End ℂ V) (f : OrthonormalBasis ι ℂ V) (ε : ι → ℝ)
    (hf : ∀ j, (H + U) (f j) = (ε j : ℂ) • f j) (ψ : V) (E m : ℝ)
    (hψ : H ψ = (E : ℂ) • ψ) :
    moment f ε ψ (E + m) 2 = 0 ↔ U ψ = (m : ℂ) • ψ := by
  -- move the constant m from U to H
  have hsum : (H + (m : ℂ) • 1) + (U - (m : ℂ) • 1) = H + U := by abel
  have hψ' : (H + (m : ℂ) • (1 : Module.End ℂ V)) ψ = ((E + m : ℝ) : ℂ) • ψ := by
    rw [LinearMap.add_apply, hψ, LinearMap.smul_apply, Module.End.one_apply,
      Complex.ofReal_add, add_smul]
  have h := (lax_moments (H + (m : ℂ) • 1) (U - (m : ℂ) • 1) f ε
    (by rw [hsum]; exact hf) ψ (E + m) hψ').2.1
  rw [h, sq_eq_zero_iff, norm_eq_zero, LinearMap.sub_apply, LinearMap.smul_apply,
    Module.End.one_apply, sub_eq_zero]
```

The second moment is now taken about $E+m$, with $m$ a real number. It vanishes exactly when $U\psi=m\psi$. For $\psi\neq0$ this is the condition for all the intensity to lie at the final energy $E+m$, that is, at the transition energy $m$.

By hand, move the constant from one operator to the other: put $H'=H+m$ and $U'=U-m$. Their sum is still $H+U$, so the final states and energies are unchanged, and $H'\psi=(E+m)\psi$. The second-moment formula for the new pair gives

$$\sum_j|\langle f_j,\psi\rangle|^2(\varepsilon_j-E-m)^2=\|(U-m)\psi\|^2 ,$$

which is zero exactly when $(U-m)\psi=0$.

The proof does the same: `hsum` and `hψ'` check the two facts about the new pair, and `.2.1` picks the second of the three equations in `lax_moments`.

## The third moment from the ground state

```lean
/-- Let `H ψ = E ψ`, let `E ‖x‖²` be at most the real part of `⟨x, H x⟩` for all `x`, and let `f j`
be an orthonormal eigenbasis of `H + U` with real energies. Then the third moment about `E` is at
least the real part of `⟨U ψ, U U ψ⟩`. -/
theorem third_moment_ge (H U : Module.End ℂ V) (f : OrthonormalBasis ι ℂ V) (ε : ι → ℝ)
    (hf : ∀ j, (H + U) (f j) = (ε j : ℂ) • f j) (ψ : V) (E : ℝ)
    (hψ : H ψ = (E : ℂ) • ψ) (hE : ∀ x, E * ‖x‖ ^ 2 ≤ (⟪x, H x⟫_ℂ).re) :
    (⟪U ψ, U (U ψ)⟫_ℂ).re ≤ moment f ε ψ E 3 := by
  have h := congrArg Complex.re (lax_moments H U f ε hf ψ E hψ).2.2
  have hn : (⟪U ψ, U ψ⟫_ℂ).re = ‖U ψ‖ ^ 2 := inner_self_eq_norm_sq (𝕜 := ℂ) (U ψ)
  rw [shifted, LinearMap.sub_apply, LinearMap.add_apply, LinearMap.smul_apply,
    Module.End.one_apply, inner_sub_right, inner_add_right, inner_smul_right,
    Complex.ofReal_re, Complex.sub_re, Complex.add_re, Complex.re_ofReal_mul, hn] at h
  linarith [hE (U ψ)]
```

The new assumption `hE` says $E\|x\|^2\le\mathrm{Re}\,\langle x,Hx\rangle$ for all $x$. For Hermitian $H$ and $\psi\neq0$ it means that $\psi$ is a ground state. The claim is

$$M_3(\psi)\ \ge\ \mathrm{Re}\,\langle U\psi,U\,U\psi\rangle .$$

For Hermitian $U$ the right side is $\langle\psi,U^3\psi\rangle$. This is the semiclassical value, obtained when the nuclei are held fixed during the transition and the spectrum is read off from the distribution of $U$ in the state $\psi$. The first two moments agree with their semiclassical values $\langle\psi,U\psi\rangle$ and $\langle\psi,U^2\psi\rangle$; the third is where a difference can appear.

To derive the bound, expand the third moment and take real parts:

$$M_3(\psi)=\mathrm{Re}\,\langle U\psi,U\,U\psi\rangle+\Big(\mathrm{Re}\,\langle U\psi,H\,U\psi\rangle-E\|U\psi\|^2\Big).$$

The bracket is non-negative by `hE` with $x=U\psi$. The long `rw` is this expansion, and `linarith` adds the inequality.

## Two levels worked through

```lean
/-- A two-level system with levels 9 and 16 and coupling 12: the vectors `(3/5, 4/5)` and
`(4/5, -3/5)` are orthonormal eigenvectors of `H + U` with energies 25 and 0, and `(1, 0)` is an
eigenvector of `H` with energy 9. -/
theorem lax_moments_witness :
    let H : Module.End ℂ (EuclideanSpace ℂ (Fin 2)) :=
      Matrix.toEuclideanLin !![9, 0; 0, 16]
    let U : Module.End ℂ (EuclideanSpace ℂ (Fin 2)) :=
      Matrix.toEuclideanLin !![0, 12; 12, 0]
    let f : Fin 2 → EuclideanSpace ℂ (Fin 2) := ![!₂[3 / 5, 4 / 5], !₂[4 / 5, -3 / 5]]
    let ε : Fin 2 → ℝ := ![25, 0]
    let ψ : EuclideanSpace ℂ (Fin 2) := !₂[1, 0]
    Orthonormal ℂ f ∧ (∀ j, (H + U) (f j) = (ε j : ℂ) • f j) ∧
      H ψ = ((9 : ℝ) : ℂ) • ψ := by
  intro H U f ε ψ
  refine ⟨?_, ?_, ?_⟩
  · have h3 : (starRingEnd ℂ) 3 = 3 := map_ofNat _ 3
    have h4 : (starRingEnd ℂ) 4 = 4 := map_ofNat _ 4
    have h5 : (starRingEnd ℂ) 5 = 5 := map_ofNat _ 5
    rw [orthonormal_iff_ite]
    intro i j
    -- write the inner products in components
    simp only [PiLp.inner_apply, RCLike.inner_apply, Fin.sum_univ_two]
    fin_cases i <;> fin_cases j <;> simp [f, h3, h4, h5] <;> norm_num
  · intro j
    ext i
    fin_cases j <;> fin_cases i <;>
      simp [H, U, f, ε, Matrix.toLpLin_apply] <;> norm_num
  · ext i
    fin_cases i <;>
      simp [H, ψ, Matrix.toLpLin_apply]

end

end LaxSpectralMoments
```

This theorem gives a concrete system to which the results apply:

$$H=\begin{pmatrix}9&0\\0&16\end{pmatrix},\quad U=\begin{pmatrix}0&12\\12&0\end{pmatrix},\quad \psi=\begin{pmatrix}1\\0\end{pmatrix},\quad E=9 .$$

Lean numbers the final states from 0: $f_0=(3/5,4/5)$ has energy $\varepsilon_0=25$ and $f_1=(4/5,-3/5)$ has energy $\varepsilon_1=0$. The theorem states that they are orthonormal, that they are eigenvectors of $H+U$, and that $H\psi=9\psi$. Two orthonormal vectors in a two-dimensional space form a basis. In the proof, `fin_cases` runs through the index values and the arithmetic is done component by component.

The moments themselves are quickly found by hand. The intensities are $9/25$ and $16/25$, and the transition energies are $25-9=16$ and $0-9=-9$. A negative transition energy is not absorption: to keep the numbers small, the electronic excitation energy has been left out of $U$ here. Adding it to $U$ as a constant greater than 9 raises both lines to positive transition energies, and the moments about a reference energy raised by the same constant are unchanged. The sums over lines are

$$M_1=\frac{9\cdot16-16\cdot9}{25}=0,\qquad M_2=\frac{9\cdot256+16\cdot81}{25}=144,$$

$$M_3=\frac{9\cdot4096-16\cdot729}{25}=1008 .$$

From the initial state, $U\psi=(0,12)$. This gives $\langle\psi,U\psi\rangle=0$ and $\|U\psi\|^2=144$. Further, $(H+U-9)U\psi=(144,84)$, whose inner product with $U\psi$ is $12\cdot84=1008$.

The semiclassical third moment is zero here, since $U\,U\psi=(144,0)$ is orthogonal to $U\psi$. The whole value 1008 comes from the bracket in the ground-state bound, $(16-9)\cdot144$.

```lean
#print axioms LaxSpectralMoments.lax_moments
#print axioms LaxSpectralMoments.sharp_line_iff
#print axioms LaxSpectralMoments.third_moment_ge
```

```
'LaxSpectralMoments.lax_moments' depends on axioms: [propext, Classical.choice, Quot.sound]
'LaxSpectralMoments.sharp_line_iff' depends on axioms: [propext, Classical.choice, Quot.sound]
'LaxSpectralMoments.third_moment_ge' depends on axioms: [propext, Classical.choice, Quot.sound]
```
